# Conservation of y² − x² along the Kosterlitz flow

The Kosterlitz flow is taken here as the pair of equations x′ = y², y′ = xy for real functions x and y of the flow time, holding on a finite interval [0, l] with one-sided derivatives at the ends. The lemma `invariant_conserved` states that y² − x² has at every time t in that interval the value it had at time 0. The proof writes the quantity as y·y − x·x, shows by the product rule that its derivative vanishes, and applies the earlier lemma `eq_initial_of_deriv_zero`, by which such a quantity keeps its initial value. It then has only to pass from the products to the squares in the goal.

In Lean, a first try:

```lean
import Mathlib

open Set Filter Topology
open scoped Real

namespace KosterlitzCorrelationLength

noncomputable section

/-- The pair `(x, y)` solves the Kosterlitz flow `x' = y²`, `y' = x y` for flow times in
`[0, l]`, with one-sided derivatives at the ends. -/
def IsKosterlitzFlow (x y : ℝ → ℝ) (l : ℝ) : Prop :=
  ∀ t ∈ Icc (0 : ℝ) l, HasDerivWithinAt x (y t ^ 2) (Icc 0 l) t ∧
    HasDerivWithinAt y (x t * y t) (Icc 0 l) t

/-- A quantity whose rate of change vanishes along `[0, l]` keeps its initial value. -/
theorem eq_initial_of_deriv_zero {f : ℝ → ℝ} {l t : ℝ}
    (hf : ∀ s ∈ Icc (0 : ℝ) l, HasDerivWithinAt f 0 (Icc 0 l) s)
    (ht : t ∈ Icc (0 : ℝ) l) : f t = f 0 := by
  have h0 : (0 : ℝ) ∈ Icc 0 l := ⟨le_rfl, ht.1.trans ht.2⟩
  have h := (convex_Icc (0 : ℝ) l).norm_image_sub_le_of_norm_hasDerivWithin_le
    (f' := fun _ => 0) (C := 0) hf (by simp) h0 ht
  have h' : ‖f t - f 0‖ ≤ 0 := by simpa only [zero_mul] using h
  exact sub_eq_zero.mp (norm_le_zero_iff.mp h')

/-- The Kosterlitz flow conserves `y² - x²`. -/
theorem invariant_conserved {x y : ℝ → ℝ} {l t : ℝ} (h : IsKosterlitzFlow x y l)
    (ht : t ∈ Icc (0 : ℝ) l) : y t ^ 2 - x t ^ 2 = y 0 ^ 2 - x 0 ^ 2 := by
  have key := eq_initial_of_deriv_zero (f := fun s => y s * y s - x s * x s)
    (fun s hs => by
      have hd := ((h s hs).2.mul (h s hs).2).sub ((h s hs).1.mul (h s hs).1)
      exact hd.congr_deriv (by ring)) ht
  simp only at key
  linarith

end

end KosterlitzCorrelationLength
```

Compiling this gives:

```
Main.lean:33:2: error: `simp` made no progress
```

What went wrong. The message says that `simp only at key` found nothing to change in `key`, which Lean treats as an error. The call names no lemmas, so about all it could do here was basic reduction, such as applying the function `fun s => y s * y s - x s * x s` to `t` and to `0`. That had already been done: when Lean puts this function for `f` in the conclusion `f t = f 0` of `eq_initial_of_deriv_zero`, it also carries out the applications. So `key` already reads `y t * y t - x t * x t = y 0 * y 0 - x 0 * x 0`.

The repair deletes the call, and with it the error. `linarith` can use `key` as it stands, since its preprocessing identifies `y t * y t` with `y t ^ 2`, and likewise the other products, after which the goal follows linearly. The blank line left in place of the call has no effect.

After these edits no error is left:

```diff
@@ -31,5 +31,5 @@
       have hd := ((h s hs).2.mul (h s hs).2).sub ((h s hs).1.mul (h s hs).1)
       exact hd.congr_deriv (by ring)) ht
-  simp only at key
+
   linarith
 
```
